# Quadratic growth of the lowest energy in a fixed finite basis with a positive definite diamagnetic matrix

A code that scans a magnetic field can compute three matrices once and then diagonalise, at each field strength \(B\),

\[
H(B)=A+BL+B^2Q .
\]

For one spinless electron in a uniform field along \(z\), in atomic units and the symmetric gauge, \(A\) holds the kinetic energy and the potential, \(L\) the operator \(L_z/2\), and \(Q\) the diamagnetic term \((x^2+y^2)/8\). The letter \(L\) thus includes the prefactor and is not the bare angular momentum. The basis functions do not change with \(B\).

## The growth law and a crossing field

Let \(A\) and \(L\) be Hermitian and \(Q\) positive definite, all in one finite orthonormal basis. Write \(a,l,q\) for the lowest eigenvalues of \(A,L,Q\), and \(E(B)\) for that of \(H(B)\). Then

\[
q>0,\qquad \frac{E(B)}{B^2}\to q\quad(B\to\infty),
\]

and for every real \(c\), \(E(B)>cB\) at all sufficiently large \(B\). A sufficient condition for this inequality is

\[
B\ge 1,\qquad Bq>c-l+|a| .
\]

Positive definiteness says that every state in the basis has a positive diamagnetic energy. Exact integrals over linearly independent functions give this, because \(x^2+y^2\) vanishes only on the field axis.

## Where a field scan meets the bound

A free spinless electron has lowest Landau energy \(B/2\), and an attractive potential cannot raise it. With \(c=1/2\), the condition above therefore marks fields at which the computed energy of a bound electron certainly lies above the free-electron threshold, so that its binding energy has the wrong sign. The check needs only three lowest eigenvalues. It is sufficient but not sharp: the computed energy may cross the threshold at a weaker field.

In quantum mechanics this is a statement about the variational method with a field-independent finite basis. It also applies to configuration interaction in a fixed set of determinants, where the Hamiltonian matrix has the same form. The Hartree–Fock equations are nonlinear, so the theorem does not cover them directly. A Hartree–Fock energy is, however, never below the lowest full configuration-interaction energy in the same orbital basis, so the lower bound for the latter holds for it too.

## From the variational principle to the two bounds

Let \(M\) be Hermitian with orthonormal eigenvectors \(b_j\) and eigenvalues \(\lambda_j\), the lowest being \(\lambda_i\). For normalised \(v\), set \(w_j=|b_j^\dagger v|^2\). Then \(\sum_j w_j=1\) and

\[
v^\dagger Mv=\sum_j\lambda_jw_j\ge\lambda_i\sum_jw_j=\lambda_i .
\]

In a fixed state, the energy is a quadratic polynomial in \(B\):

\[
v^\dagger H(B)v=v^\dagger Av+B\,v^\dagger Lv+B^2\,v^\dagger Qv .
\]

**Lower bound.** Take \(v\) to be a normalised ground state of \(H(B)\), so that the left side is \(E(B)\). Applying the variational principle to each term gives, for \(B\ge0\),

\[
E(B)\ge a+Bl+B^2q .
\]

**Upper bound.** Take \(v\) to be a normalised ground state \(u\) of \(Q\), so that \(u^\dagger Qu=q\). Then

\[
E(B)\le u^\dagger Au+B\,u^\dagger Lu+B^2q .
\]

Positive definiteness gives \(q=u^\dagger Qu>0\). Divided by \(B^2\), both bounds tend to \(q\), and so does \(E(B)/B^2\).

**Crossing.** Multiply \(Bq>c-l+|a|\) by \(B\) and insert the result in the lower bound:

\[
E(B)>a+cB+B|a|\ge cB,
\]

where the last step uses \(B|a|\ge|a|\ge-a\) for \(B\ge1\). Since \(q>0\), every sufficiently large \(B\) meets the condition.

## A zero diamagnetic eigenvalue removes the guarantee

Positive definite cannot be weakened to positive semidefinite. Take \(A=L=0\) and \(Q=\mathrm{diag}(0,1)\). Then \(E(B)=0\) for every \(B\), so \(q=0\) and \(E(B)\) never exceeds \(cB\) with \(c=1\) and \(B>0\). More generally, if \(Qv=0\) for a normalised \(v\), the upper bound with \(v\) as trial state is linear in \(B\).

## The complete Lean source

```lean
import Mathlib

open Matrix Filter Topology
open scoped ComplexOrder

namespace StrongFieldBasisFailure

noncomputable section

variable {n : Type*} [Fintype n]

/-- The expectation value of a Hermitian matrix `M` in the normalised state `v`. -/
def expect (M : Matrix n n ℂ) (v : n → ℂ) : ℝ := (star v ⬝ᵥ M *ᵥ v).re

/-- The energy levels of `M`: its real eigenvalues, each with a normalised eigenvector. -/
def levels (M : Matrix n n ℂ) : Set ℝ :=
  {e | ∃ v : n → ℂ, star v ⬝ᵥ v = 1 ∧ M *ᵥ v = (e : ℂ) • v}

/-- The lowest energy level of a Hermitian matrix on a nonempty basis. -/
def lowestEnergy (M : Matrix n n ℂ) : ℝ := sInf (levels M)

/-- The Hamiltonian matrix `A + B L + B² Q` in a field of strength `B`, with a basis that
does not depend on the field. -/
def fieldHamiltonian (A L Q : Matrix n n ℂ) (B : ℝ) : Matrix n n ℂ :=
  A + (B : ℂ) • L + ((B ^ 2 : ℝ) : ℂ) • Q

/-- In a normalised eigenvector with a real eigenvalue, the expectation value is that eigenvalue. -/
theorem expect_eigenvector {M : Matrix n n ℂ} {v : n → ℂ} {e : ℝ}
    (hv : star v ⬝ᵥ v = 1) (h : M *ᵥ v = (e : ℂ) • v) : expect M v = e := by
  unfold expect
  rw [h, dotProduct_smul, hv]
  simp

/-- In a fixed state the energy is a quadratic polynomial in the field strength. -/
theorem expect_fieldHamiltonian (A L Q : Matrix n n ℂ) (B : ℝ) (v : n → ℂ) :
    expect (fieldHamiltonian A L Q B) v
      = expect A v + B * expect L v + B ^ 2 * expect Q v := by
  simp only [expect, fieldHamiltonian, Matrix.add_mulVec, Matrix.smul_mulVec, dotProduct_add,
    dotProduct_smul, smul_eq_mul, Complex.add_re, Complex.re_ofReal_mul]

variable [Nonempty n] {A L Q : Matrix n n ℂ}

/-- Variational principle: a Hermitian matrix has a lowest level, and no normalised state has
an expectation value below it. -/
theorem variational_principle {M : Matrix n n ℂ} (hM : M.IsHermitian) :
    IsLeast (levels M) (lowestEnergy M) ∧
      ∀ v : n → ℂ, star v ⬝ᵥ v = 1 → lowestEnergy M ≤ expect M v := by
  classical
  have hin : ∀ x y : EuclideanSpace ℂ n, inner ℂ x y = star x.ofLp ⬝ᵥ y.ofLp := fun x y => by
    rw [EuclideanSpace.inner_eq_star_dotProduct, dotProduct_comm]
  obtain ⟨i, hi⟩ := Finite.exists_min hM.eigenvalues
  obtain ⟨b, hb⟩ : ∃ b : OrthonormalBasis n ℂ (EuclideanSpace ℂ n),
      ∀ j, M *ᵥ (b j).ofLp = (hM.eigenvalues j : ℂ) • (b j).ofLp :=
    ⟨hM.eigenvectorBasis, fun j => by
      refine (hM.mulVec_eigenvectorBasis j).trans ?_
      ext k
      simp⟩
  have hmem : hM.eigenvalues i ∈ levels M := by
    refine ⟨(b i).ofLp, ?_, hb i⟩
    rw [← hin, inner_self_eq_norm_sq_to_K, b.orthonormal.1 i]
    simp
  -- the expectation value is an average of eigenvalues with weights `w`
  have hlow : ∀ v : n → ℂ, star v ⬝ᵥ v = 1 → hM.eigenvalues i ≤ expect M v := by
    intro v hv
    have key : ∀ j, inner ℂ (b j) (WithLp.toLp 2 (M *ᵥ v))
        = (hM.eigenvalues j : ℂ) * inner ℂ (b j) (WithLp.toLp 2 v) := by
      intro j
      rw [hin, hin]
      calc star (b j).ofLp ⬝ᵥ (M *ᵥ v) = star (M *ᵥ (b j).ofLp) ⬝ᵥ v := by
            rw [Matrix.star_mulVec, hM.eq, Matrix.dotProduct_mulVec]
        _ = (hM.eigenvalues j : ℂ) * (star (b j).ofLp ⬝ᵥ v) := by
            rw [hb j, star_smul, smul_dotProduct, Complex.star_def, Complex.conj_ofReal,
              smul_eq_mul]
    obtain ⟨w, hw⟩ : ∃ w : n → ℝ, ∀ j, 0 ≤ w j ∧
        inner ℂ (WithLp.toLp 2 v) (b j) * inner ℂ (b j) (WithLp.toLp 2 v) = (w j : ℂ) :=
      ⟨fun j => Complex.normSq (inner ℂ (b j) (WithLp.toLp 2 v)), fun j =>
        ⟨Complex.normSq_nonneg _, by
          rw [← inner_conj_symm (WithLp.toLp 2 v) (b j), mul_comm, Complex.mul_conj]⟩⟩
    have h1 := (b.sum_inner_mul_inner (WithLp.toLp 2 v) (WithLp.toLp 2 (M *ᵥ v))).trans
      (hin _ _)
    have h2 := (b.sum_inner_mul_inner (WithLp.toLp 2 v) (WithLp.toLp 2 v)).trans (hin _ _)
    have hsum : ∑ j, w j = 1 := by
      have h : ((∑ j, w j : ℝ) : ℂ) = 1 := by
        rw [Complex.ofReal_sum]
        exact (Finset.sum_congr rfl fun j _ => (hw j).2.symm).trans (h2.trans hv)
      exact_mod_cast h
    have hexp : expect M v = ∑ j, hM.eigenvalues j * w j := by
      have h : star v ⬝ᵥ M *ᵥ v = ((∑ j, hM.eigenvalues j * w j : ℝ) : ℂ) := by
        refine h1.symm.trans ?_
        rw [Complex.ofReal_sum]
        refine Finset.sum_congr rfl fun j _ => ?_
        rw [Complex.ofReal_mul, key, ← (hw j).2]
        ring
      unfold expect
      rw [h, Complex.ofReal_re]
    calc hM.eigenvalues i = ∑ j, hM.eigenvalues i * w j := by
          rw [← Finset.mul_sum, hsum, mul_one]
      _ ≤ ∑ j, hM.eigenvalues j * w j :=
          Finset.sum_le_sum fun j _ => mul_le_mul_of_nonneg_right (hi j) (hw j).1
      _ = expect M v := hexp.symm
  have hleast : IsLeast (levels M) (hM.eigenvalues i) := by
    refine ⟨hmem, ?_⟩
    rintro e ⟨v, hv, he⟩
    exact (hlow v hv).trans_eq (expect_eigenvector hv he)
  have heq : lowestEnergy M = hM.eigenvalues i := hleast.csInf_eq
  rw [heq]
  exact ⟨hleast, hlow⟩

/-- For Hermitian `A`, `L`, `Q` and any normalised trial state, the lowest energy in the field
is at most a quadratic polynomial in `B` with the expectation values as coefficients. -/
theorem energy_le_trial (hA : A.IsHermitian) (hL : L.IsHermitian) (hQ : Q.IsHermitian)
    (B : ℝ) {v : n → ℂ} (hv : star v ⬝ᵥ v = 1) :
    lowestEnergy (fieldHamiltonian A L Q B)
      ≤ expect A v + B * expect L v + B ^ 2 * expect Q v := by
  have hH : (fieldHamiltonian A L Q B).IsHermitian := by
    unfold Matrix.IsHermitian fieldHamiltonian
    simp only [Matrix.conjTranspose_add, Matrix.conjTranspose_smul, Complex.star_def,
      Complex.conj_ofReal, hA.eq, hL.eq, hQ.eq]
  rw [← expect_fieldHamiltonian]
  exact (variational_principle hH).2 v hv

/-- For Hermitian `A`, `L`, `Q` and `B ≥ 0`, the lowest energy in the field is at least the
sum of the lowest energies of the three terms. -/
theorem le_energy (hA : A.IsHermitian) (hL : L.IsHermitian) (hQ : Q.IsHermitian)
    {B : ℝ} (hB : 0 ≤ B) :
    lowestEnergy A + B * lowestEnergy L + B ^ 2 * lowestEnergy Q
      ≤ lowestEnergy (fieldHamiltonian A L Q B) := by
  have hH : (fieldHamiltonian A L Q B).IsHermitian := by
    unfold Matrix.IsHermitian fieldHamiltonian
    simp only [Matrix.conjTranspose_add, Matrix.conjTranspose_smul, Complex.star_def,
      Complex.conj_ofReal, hA.eq, hL.eq, hQ.eq]
  -- test the three terms in the ground state of the full Hamiltonian
  obtain ⟨v, hv, he⟩ := (variational_principle hH).1.1
  rw [← expect_eigenvector hv he, expect_fieldHamiltonian]
  have h1 := (variational_principle hA).2 v hv
  have h2 := mul_le_mul_of_nonneg_left ((variational_principle hL).2 v hv) hB
  have h3 := mul_le_mul_of_nonneg_left ((variational_principle hQ).2 v hv) (sq_nonneg B)
  linarith

/-- An explicit crossing field: for Hermitian `A`, `L`, `Q`, once `B ≥ 1` and `B q` exceeds
`c - l + |a|`, with `a`, `l`, `q` the lowest eigenvalues of `A`, `L`, `Q`, the computed energy
lies above the linear energy `c B`. -/
theorem crossing_field (hA : A.IsHermitian) (hL : L.IsHermitian) (hQ : Q.IsHermitian)
    {B c : ℝ} (hB : 1 ≤ B)
    (hc : c - lowestEnergy L + |lowestEnergy A| < B * lowestEnergy Q) :
    c * B < lowestEnergy (fieldHamiltonian A L Q B) := by
  have hB0 : 0 < B := by linarith
  have h1 := le_energy hA hL hQ hB0.le
  have h2 := mul_lt_mul_of_pos_left hc hB0
  have h3 := mul_nonneg (sub_nonneg.2 hB) (abs_nonneg (lowestEnergy A))
  have h4 := neg_abs_le (lowestEnergy A)
  nlinarith

/-- Quadratic growth in strong fields: for Hermitian `A`, `L` and positive definite `Q` with lowest
eigenvalue `q`, one has `q > 0`, the lowest energy divided by `B²` tends to `q` as `B` grows, and
the lowest energy eventually exceeds every linear energy `c B`. -/
theorem basis_set_failure (hA : A.IsHermitian) (hL : L.IsHermitian) (hQ : Q.PosDef) :
    0 < lowestEnergy Q ∧
    Tendsto (fun B : ℝ => lowestEnergy (fieldHamiltonian A L Q B) / B ^ 2) atTop
      (𝓝 (lowestEnergy Q)) ∧
    ∀ c : ℝ, ∀ᶠ B : ℝ in atTop, c * B < lowestEnergy (fieldHamiltonian A L Q B) := by
  have hQH : Q.IsHermitian := hQ.isHermitian
  obtain ⟨v, hv, he⟩ := (variational_principle hQH).1.1
  have hqv := expect_eigenvector hv he
  have hq : 0 < lowestEnergy Q := by
    have hv0 : v ≠ 0 := by
      rintro rfl
      simp at hv
    rw [← hqv]
    exact (Complex.lt_def.1 (hQ.dotProduct_mulVec_pos hv0)).1
  -- a quadratic polynomial divided by `B²` tends to its leading coefficient
  have lim : ∀ a l q : ℝ,
      Tendsto (fun B : ℝ => (a + B * l + B ^ 2 * q) / B ^ 2) atTop (𝓝 q) := by
    intro a l q
    have hi : Tendsto (fun B : ℝ => B⁻¹) atTop (𝓝 0) := tendsto_inv_atTop_zero
    have h : Tendsto (fun B : ℝ => a * B⁻¹ ^ 2 + l * B⁻¹ + q) atTop
        (𝓝 (a * 0 ^ 2 + l * 0 + q)) :=
      (((hi.pow 2).const_mul a).add (hi.const_mul l)).add_const q
    rw [show a * 0 ^ 2 + l * 0 + q = q by ring] at h
    refine h.congr' ?_
    filter_upwards [eventually_gt_atTop (0 : ℝ)] with B hB
    have h1 : B⁻¹ * B = 1 := inv_mul_cancel₀ hB.ne'
    rw [eq_div_iff (pow_ne_zero 2 hB.ne')]
    generalize B⁻¹ = u at h1 ⊢
    linear_combination (a * (u * B + 1) + l * B) * h1
  refine ⟨hq, ?_, fun c => ?_⟩
  · -- squeeze between the lower bound and the trial energy in the ground state of `Q`
    refine tendsto_of_tendsto_of_tendsto_of_le_of_le'
      (lim (lowestEnergy A) (lowestEnergy L) (lowestEnergy Q))
      (lim (expect A v) (expect L v) (lowestEnergy Q)) ?_ ?_
    · filter_upwards [eventually_ge_atTop (0 : ℝ)] with B hB
      exact div_le_div_of_nonneg_right (le_energy hA hL hQH hB) (sq_nonneg B)
    · filter_upwards with B
      have h := energy_le_trial hA hL hQH B hv
      rw [hqv] at h
      exact div_le_div_of_nonneg_right h (sq_nonneg B)
  · filter_upwards [eventually_ge_atTop (1 : ℝ), eventually_gt_atTop
      ((c - lowestEnergy L + |lowestEnergy A|) / lowestEnergy Q)] with B hB hB'
    exact crossing_field hA hL hQH hB ((div_lt_iff₀ hq).1 hB')

/-- If the Hermitian matrix `Q` annihilates a normalised state, then for Hermitian `A` and `L`
the lowest energy is bounded above by a linear function of the field. -/
theorem linear_bound_of_null_state (hA : A.IsHermitian) (hL : L.IsHermitian)
    (hQ : Q.IsHermitian) {v : n → ℂ} (hv : star v ⬝ᵥ v = 1) (h0 : Q *ᵥ v = 0) (B : ℝ) :
    lowestEnergy (fieldHamiltonian A L Q B) ≤ expect A v + B * expect L v := by
  have h := energy_le_trial hA hL hQ B hv
  have hz : expect Q v = 0 := by
    unfold expect
    rw [h0, dotProduct_zero, Complex.zero_re]
  rw [hz, mul_zero, add_zero] at h
  exact h

end

end StrongFieldBasisFailure
```

```lean
#print axioms StrongFieldBasisFailure.basis_set_failure
-- 'StrongFieldBasisFailure.basis_set_failure' depends on axioms: [propext, Classical.choice, Quot.sound]
#print axioms StrongFieldBasisFailure.linear_bound_of_null_state
-- 'StrongFieldBasisFailure.linear_bound_of_null_state' depends on axioms: [propext, Classical.choice, Quot.sound]
```

## How the Lean statements and proofs match the matrices

The finite, nonempty type `n` labels the basis functions, and a state is a coefficient vector `n → ℂ`. The condition `star v ⬝ᵥ v = 1` is normalisation with unit overlap matrix, so a non-orthogonal Gaussian basis must first be orthogonalised. `expect` takes the real part of \(v^\dagger Mv\), which loses nothing for Hermitian \(M\). `levels` is the set of eigenvalues, without multiplicities, and `lowestEnergy` is its infimum.

`variational_principle` shows through `IsLeast` that this infimum is an actual eigenvalue. Its proof follows the eigenvector expansion: `key` moves \(M\) onto \(b_j\), `hsum` gives the unit sum of the weights, and `hexp` writes the expectation value as their average of eigenvalues.

`energy_le_trial` is the bound for any trial state, and `le_energy` is the lower bound from the ground state of \(H(B)\). `crossing_field` combines the latter with the inequalities of the crossing argument, which `nlinarith` assembles.

In `basis_set_failure`, `Tendsto` states the limit, and `∀ᶠ B : ℝ in atTop` means "for all \(B\) beyond some threshold", which may depend on \(c\). The auxiliary `lim` treats a quadratic polynomial divided by \(B^2\), and the squeeze theorem finishes the limit. `linear_bound_of_null_state` is the linear upper bound for a state that \(Q\) annihilates.

## Certain for the matrices, silent about the continuum

The theorems hold for every finite basis size, including a single function, and for any Hermitian \(A\) and \(L\). They concern exact eigenvalues, so integral errors and rounding in the diagonaliser need their own estimates. The number 1 in \(B\ge1\) refers to whatever field unit the matrices use.

The step from these matrices to a one-electron atom is the comparison with its exact energy: that this energy grows at most linearly is the physical argument given above for an attractive potential, and it does not enter the Lean proof. Bases that change with the field, such as London orbitals centred off the field axis or functions with field-dependent exponents, make \(A\), \(L\) and \(Q\) depend on \(B\), and the growth law then no longer applies as stated.
